# For two charged ions in separate spheres, conductor-like screening gives the dielectric Coulomb law only at $x=0$

Two ions with charges $q_1,q_2$ sit at the centres of spherical cavities with radii $a,b>0$, a distance $R\ge a+b$ apart. In units where the Coulomb constant is 1, let

$$S=\begin{pmatrix}1/a&1/R\\1/R&1/b\end{pmatrix},\qquad q=\begin{pmatrix}q_1\\q_2\end{pmatrix},\qquad v=Sq .$$

Here $v$ is the ionic potential averaged over each cavity surface, with one value per sphere. A solvent of permittivity $\varepsilon>1$ responds less strongly than a conductor. The model postulates the reduction factor $f=(\varepsilon-1)/(\varepsilon+x)$ with a fixed parameter $x\ge0$, and the energy

$$E(q_1,q_2)=\frac{q_1q_2}{R}-\frac f2\,\langle v,S^{-1}v\rangle .$$

The interaction is $E(q_1,q_2)-E(q_1,0)-E(0,q_2)$, with both cavities kept in all three terms. It satisfies

$$E_{\rm int}=\frac{(1+x)\,q_1q_2}{(\varepsilon+x)R},$$

and for nonzero charges it equals $q_1q_2/(\varepsilon R)$ exactly when $x=0$.

## Where the choice of $x$ enters a solvation code

A code that scales conductor screening charges by $f$ also scales the solvent's contribution to ion–ion forces. For two fixed charges in separate spheres, the identity gives the $1/R$ coefficient to expect in a dissociation scan. With $x=1/2$ and $\varepsilon=80$, the interaction is about 1.49 times $q_1q_2/(\varepsilon R)$.

## From the conductor equation to the interaction

Since $R^2\ge(a+b)^2>ab$, we have $\det S=1/(ab)-1/R^2>0$. Hence $S^{-1}v=S^{-1}Sq=q$. The conductor equation $S\sigma+v=0$ therefore gives the unscaled screening charges $\sigma=-q$, and their interaction energy with the ions, halved, is $\tfrac12\langle v,\sigma\rangle=-\tfrac12\langle v,S^{-1}v\rangle$, the term that $E$ scales by $f$. Therefore

$$\langle v,S^{-1}v\rangle=\langle Sq,q\rangle=\frac{q_1^2}{a}+\frac{q_2^2}{b}+\frac{2q_1q_2}{R}.$$

Using $1-f=(1+x)/(\varepsilon+x)$,

$$E(q_1,q_2)=\frac{(1+x)q_1q_2}{(\varepsilon+x)R}-\frac f2\frac{q_1^2}{a}-\frac f2\frac{q_2^2}{b}.$$

The last two terms are the Born-type self-energies $E(q_1,0)$ and $E(0,q_2)$. Subtracting them leaves $E_{\rm int}$. For nonzero charges, equality with $q_1q_2/(\varepsilon R)$ means $\varepsilon(1+x)=\varepsilon+x$, or $x(\varepsilon-1)=0$. As $\varepsilon>1$, this is $x=0$.

As $R\to\infty$, the Coulomb term vanishes and $E$ tends to the sum of the self-energies, so separating the ions defines the same interaction. At fixed $R$, the ratio to the dielectric law is

$$\frac{\varepsilon(1+x)}{\varepsilon+x}=(1+x)-\frac{(1+x)x}{\varepsilon+x}\longrightarrow 1+x\qquad(\varepsilon\to\infty).$$

For $x>0$ the relative error thus tends to $x$, although both interactions tend to zero.

## The Lean file

```lean
import Mathlib

open Matrix Filter Topology

namespace ConductorScreening

noncomputable section

/-- Electrostatic matrix of two spherical cavities of radii `a`, `b` at centre distance `R`, with
one uniform surface charge per sphere, for `a, b > 0` and `R ≥ a + b`. -/
def cavityMatrix (a b R : ℝ) : Matrix (Fin 2) (Fin 2) ℝ :=
  !![1 / a, 1 / R; 1 / R, 1 / b]

/-- Potential of the ionic charges `q` at the sphere centres, averaged over each of the two cavity
surfaces, for `a, b > 0` and `R ≥ a + b`. -/
def ionPotential (a b R : ℝ) (q : Fin 2 → ℝ) : Fin 2 → ℝ :=
  cavityMatrix a b R *ᵥ q

/-- Factor `(ε - 1) / (ε + x)` that scales the response of a conductor down to that of a solvent of
permittivity `ε` in the model, for `ε > 1` and `x ≥ 0`. -/
def scaling (ε x : ℝ) : ℝ := (ε - 1) / (ε + x)

/-- Energy of the ion pair: bare Coulomb energy plus the scaled conductor screening energy, for
`a, b > 0`, `R ≥ a + b`, `ε > 1` and `x ≥ 0`. -/
def energy (ε x a b R q₁ q₂ : ℝ) : ℝ :=
  q₁ * q₂ / R - scaling ε x / 2 *
    (ionPotential a b R ![q₁, q₂] ⬝ᵥ
      ((cavityMatrix a b R)⁻¹ *ᵥ ionPotential a b R ![q₁, q₂]))

/-- Solvation energy of a single charge `q` in a sphere of radius `r`, in the Born form with
the scaling factor of the model, for nonzero `r` and `ε + x`. -/
def selfEnergy (ε x r q : ℝ) : ℝ := -(scaling ε x / 2) * (q ^ 2 / r)

/-- Interaction part of the energy: the energy of the pair minus the energies with only one
of the two charges present, on the domain of `energy`. -/
def interaction (ε x a b R q₁ q₂ : ℝ) : ℝ :=
  energy ε x a b R q₁ q₂ - energy ε x a b R q₁ 0 - energy ε x a b R 0 q₂

/-- For spheres of positive radii that do not overlap, the cavity matrix has positive
determinant. -/
theorem cavityMatrix_det_pos {a b R : ℝ} (ha : 0 < a) (hb : 0 < b) (hR : a + b ≤ R) :
    0 < (cavityMatrix a b R).det := by
  have hsq : (a + b) * (a + b) ≤ R * R := mul_self_le_mul_self (by positivity) hR
  have hlt : a * b < R * R := by
    nlinarith [mul_pos ha hb, mul_self_nonneg a, mul_self_nonneg b]
  have hinv : 1 / (R * R) < 1 / (a * b) := one_div_lt_one_div_of_lt (by positivity) hlt
  rw [cavityMatrix, Matrix.det_fin_two_of, one_div_mul_one_div, one_div_mul_one_div]
  linarith

/-- For non-overlapping spheres of positive radii, applying the inverse cavity matrix to the
potential of the ions returns the ionic charges. -/
theorem conductor_charges {a b R : ℝ} (ha : 0 < a) (hb : 0 < b) (hR : a + b ≤ R)
    (q : Fin 2 → ℝ) :
    (cavityMatrix a b R)⁻¹ *ᵥ ionPotential a b R q = q := by
  have hdet : IsUnit (cavityMatrix a b R).det :=
    isUnit_iff_ne_zero.mpr (cavityMatrix_det_pos ha hb hR).ne'
  rw [ionPotential, Matrix.mulVec_mulVec, Matrix.nonsing_inv_mul _ hdet, Matrix.one_mulVec]

/-- For non-overlapping spheres of positive radii, `ε > 1` and `x ≥ 0`, the energy is a
screened Coulomb term plus the self-energies of the two ions. -/
theorem energy_eq {ε x a b R : ℝ} (hε : 1 < ε) (hx : 0 ≤ x) (ha : 0 < a) (hb : 0 < b)
    (hR : a + b ≤ R) (q₁ q₂ : ℝ) :
    energy ε x a b R q₁ q₂ = (1 + x) * (q₁ * q₂) / ((ε + x) * R) +
      (selfEnergy ε x a q₁ + selfEnergy ε x b q₂) := by
  have hR0 : R ≠ 0 := by linarith
  have hs : ε + x ≠ 0 := by linarith
  have ha0 : a ≠ 0 := ha.ne'
  have hb0 : b ≠ 0 := hb.ne'
  -- expand the quadratic form of the cavity matrix in the ionic charges
  have hquad : ionPotential a b R ![q₁, q₂] ⬝ᵥ ![q₁, q₂] =
      q₁ ^ 2 / a + q₂ ^ 2 / b + 2 * (q₁ * q₂) / R := by
    simp only [ionPotential, cavityMatrix, Matrix.mulVec, dotProduct, Fin.sum_univ_two,
      Matrix.of_apply, Matrix.cons_val_zero, Matrix.cons_val_one]
    ring
  rw [energy, conductor_charges ha hb hR, hquad]
  unfold selfEnergy scaling
  field_simp
  ring

/-- Conductor-like screening of an ion pair: for non-overlapping spheres of positive radii,
`ε > 1` and `x ≥ 0`, the interaction energy is `(1 + x) q₁ q₂ / ((ε + x) R)`. -/
theorem interaction_eq {ε x a b R : ℝ} (hε : 1 < ε) (hx : 0 ≤ x) (ha : 0 < a) (hb : 0 < b)
    (hR : a + b ≤ R) (q₁ q₂ : ℝ) :
    interaction ε x a b R q₁ q₂ = (1 + x) * (q₁ * q₂) / ((ε + x) * R) := by
  rw [interaction, energy_eq hε hx ha hb hR, energy_eq hε hx ha hb hR,
    energy_eq hε hx ha hb hR]
  unfold selfEnergy
  ring

/-- For nonzero charges in non-overlapping spheres of positive radii, with `ε > 1` and
`x ≥ 0`, the interaction is the Coulomb law in the dielectric exactly when `x = 0`. -/
theorem interaction_eq_coulomb_iff {ε x a b R q₁ q₂ : ℝ} (hε : 1 < ε) (hx : 0 ≤ x)
    (ha : 0 < a) (hb : 0 < b) (hR : a + b ≤ R) (h₁ : q₁ ≠ 0) (h₂ : q₂ ≠ 0) :
    interaction ε x a b R q₁ q₂ = q₁ * q₂ / (ε * R) ↔ x = 0 := by
  have hR0 : R ≠ 0 := by linarith
  have hε0 : ε ≠ 0 := by linarith
  have hs : ε + x ≠ 0 := by linarith
  rw [interaction_eq hε hx ha hb hR]
  constructor
  · intro h
    rw [div_eq_div_iff (mul_ne_zero hs hR0) (mul_ne_zero hε0 hR0)] at h
    -- the mismatch of the two laws is proportional to `x (ε - 1)`
    have hprod : (q₁ * q₂ * R * (ε - 1)) * x = 0 := by linear_combination h
    exact (mul_eq_zero.mp hprod).resolve_left
      (mul_ne_zero (mul_ne_zero (mul_ne_zero h₁ h₂) hR0) (sub_ne_zero.mpr hε.ne'))
  · intro h
    rw [h]
    ring

/-- For positive radii, `ε > 1` and `x ≥ 0`, the energy of the pair tends to the sum of the
two self-energies as the ions are moved infinitely far apart. -/
theorem energy_tendsto_separated {ε x a b : ℝ} (hε : 1 < ε) (hx : 0 ≤ x) (ha : 0 < a)
    (hb : 0 < b) (q₁ q₂ : ℝ) :
    Tendsto (fun R => energy ε x a b R q₁ q₂) atTop
      (𝓝 (selfEnergy ε x a q₁ + selfEnergy ε x b q₂)) := by
  have h : Tendsto (fun R : ℝ => (1 + x) * (q₁ * q₂) / (ε + x) / R +
      (selfEnergy ε x a q₁ + selfEnergy ε x b q₂)) atTop
      (𝓝 (0 + (selfEnergy ε x a q₁ + selfEnergy ε x b q₂))) :=
    (tendsto_const_nhds.div_atTop tendsto_id).add tendsto_const_nhds
  rw [zero_add] at h
  refine h.congr' ?_
  filter_upwards [eventually_ge_atTop (a + b)] with R hR
  rw [energy_eq hε hx ha hb hR, div_div]

/-- For nonzero charges in non-overlapping spheres of positive radii and `x ≥ 0`, the ratio
of the interaction to the Coulomb law in the dielectric tends to `1 + x` as `ε` grows. -/
theorem interaction_ratio_tendsto {x a b R q₁ q₂ : ℝ} (hx : 0 ≤ x) (ha : 0 < a)
    (hb : 0 < b) (hR : a + b ≤ R) (h₁ : q₁ ≠ 0) (h₂ : q₂ ≠ 0) :
    Tendsto (fun ε => interaction ε x a b R q₁ q₂ / (q₁ * q₂ / (ε * R))) atTop
      (𝓝 (1 + x)) := by
  have h : Tendsto (fun ε : ℝ => (1 + x) - (1 + x) * x / (ε + x)) atTop
      (𝓝 ((1 + x) - 0)) :=
    tendsto_const_nhds.sub
      (tendsto_const_nhds.div_atTop (tendsto_atTop_add_const_right _ x tendsto_id))
  rw [sub_zero] at h
  refine h.congr' ?_
  filter_upwards [eventually_gt_atTop 1] with ε hε
  have hR0 : R ≠ 0 := by linarith
  have hε0 : ε ≠ 0 := by linarith
  have hs : ε + x ≠ 0 := by linarith
  rw [interaction_eq hε hx ha hb hR]
  field_simp
  ring

end

end ConductorScreening
```

```lean
#print axioms ConductorScreening.interaction_eq_coulomb_iff
#print axioms ConductorScreening.energy_tendsto_separated
#print axioms ConductorScreening.interaction_ratio_tendsto
```

```
'ConductorScreening.interaction_eq_coulomb_iff' depends on axioms: [propext, Classical.choice, Quot.sound]
'ConductorScreening.energy_tendsto_separated' depends on axioms: [propext, Classical.choice, Quot.sound]
'ConductorScreening.interaction_ratio_tendsto' depends on axioms: [propext, Classical.choice, Quot.sound]
```

## What the theorems say about the model

`cavityMatrix` is $S$, `ionPotential` is $v$, and `![q₁, q₂]` is the charge vector. `scaling` is $f$. `energy` contains the actual matrix inverse, and `interaction` is defined by subtraction, so neither definition presupposes the final formula.

`cavityMatrix_det_pos` turns non-overlap into a positive determinant, with `nlinarith` supplying $ab<R^2$. `conductor_charges` uses this to cancel the inverse. In `energy_eq`, the step `hquad` expands the quadratic form, and `field_simp` and `ring` combine the fractions. `interaction_eq` applies that formula three times and cancels the self-energies.

`interaction_eq_coulomb_iff` states the equivalence for nonzero charges. Its forward direction clears denominators and obtains $q_1q_2R(\varepsilon-1)x=0$, where every factor except $x$ is nonzero.

The limits are `energy_tendsto_separated`, for $R\to\infty$, and `interaction_ratio_tendsto`, for $\varepsilon\to\infty$. Both prove the limit of the explicit formula and transfer it with `congr'`, which needs agreement only for sufficiently large $R$ or $\varepsilon$.

The guarantee concerns real-number algebra for one unknown charge per sphere. It says nothing about surface discretisation, rounding, overlapping cavities or a solute density that responds to the solvent. The factor $f$ is assumed, not derived from a dielectric boundary-value problem. The comparison law $q_1q_2/(\varepsilon R)$ describes point charges in a uniform dielectric; it leaves out the polarisation of each cavity's surface by the other ion. Agreement at $x=0$ is therefore agreement with that law, not with the full electrostatics of two cavities at finite $\varepsilon$.
